# Zero-noise extrapolation by polynomial interpolation at n + 1 distinct noise levels is exact for polynomials of degree at most n

## A noisy expectation value as a polynomial

In these notes the expectation value of an observable is a real polynomial E(λ) in a single noise strength λ, and the quantity wanted is E(0). No quantum state, circuit or noise channel appears: the device enters only through the values of E at the noise levels where it is run.

The polynomial form stands for a definite kind of noise. Suppose that a circuit has m places where an error can occur, and that at each of them the ideal operation is followed by (1 − λ) times the identity plus λ times some fixed channel. Every place then contributes a factor that is linear in λ, so the expectation value is a polynomial of degree at most m. Usually m is much larger than the number of noise levels one can afford, and a low degree is then an approximation, which is good when mλ is small.

Zero-noise extrapolation is used to mitigate errors on quantum processors, where λ can be raised deliberately but not lowered to zero. Several kinds of fit go by that name; the one treated here passes a polynomial of degree at most n through n + 1 data points, and if the noisy expectation values at these points are known exactly, it gives the exact zero-noise value whenever the expectation value has degree at most n in λ.

## Weights, moments and the first order that survives

Let x_0, …, x_n be n + 1 distinct real noise levels, with n ≥ 0. Give level i the weight

g_i = ∏_{j≠i} x_j / (x_j − x_i),

and estimate the zero-noise value from measured data y_0, …, y_n by

∑_i g_i y_i.

The weights depend on the levels alone, so they are known before any data are taken. They satisfy

∑_i g_i = 1,

∑_i g_i x_i^k = 0 for 1 ≤ k ≤ n,

∑_i g_i x_i^(n+1) = (−1)^n ∏_i x_i.

The first line preserves the constant term of E, the second removes the orders 1 to n, and the third says what is left of order n + 1. With N = n + 1 levels the sign is (−1)^(N−1). For a single level, n = 0, the product defining g_0 is empty, so g_0 = 1; the second line is void and the third reads x_0 = x_0.

Multiplying all levels by the same nonzero factor leaves the weights unchanged, so the levels can be given in units of the lowest noise strength of the device. For the levels 1 and 2 in such units the weights are 2 and −1. Their sum is 1, their first moment is 2 − 2 = 0, and their second moment is 2 − 4 = −2, which is minus the product of the levels.

## Derivation by interpolation

**The weights are Lagrange polynomials at zero.** Define

L_i(λ) = ∏_{j≠i} (λ − x_j) / (x_i − x_j).

This polynomial has degree n, equals 1 at x_i and vanishes at every other level. At λ = 0 each factor is −x_j / (x_i − x_j) = x_j / (x_j − x_i), so L_i(0) = g_i.

**Exactness up to degree n.** Let E have degree at most n. The difference

E(λ) − ∑_i E(x_i) L_i(λ)

also has degree at most n and vanishes at the n + 1 distinct levels, so it is the zero polynomial. Setting λ = 0 gives

∑_i g_i E(x_i) = E(0).

**Bias at degree n + 1.** Now let E have degree at most n + 1, and let c be its coefficient of λ^(n+1). The polynomial

M(λ) = ∏_i (λ − x_i)

has leading term λ^(n+1), vanishes at every level, and has M(0) = (−1)^(n+1) ∏_i x_i. Hence Q = E − c M has degree at most n and takes the same values as E at all the levels. Exactness for Q gives

∑_i g_i E(x_i) = Q(0) = E(0) − c M(0) = E(0) + (−1)^n c ∏_i x_i.

**Moments.** Exactness for E = 1 gives the sum of the weights, and exactness for E = λ^k with 1 ≤ k ≤ n gives the vanishing moments, since E(0) = 0. The bias formula for E = λ^(n+1), where c = 1, gives the last moment.

**Uniqueness.** Let w_0, …, w_n be any weights that sum to one and have vanishing moments of order 1 to n. The differences d_i = w_i − g_i satisfy

∑_i d_i x_i^k = 0 for 0 ≤ k ≤ n.

This says that the row vector d is annihilated by the Vandermonde matrix with entries V_ik = x_i^k. Its determinant is ∏_{i<j} (x_j − x_i), which is nonzero for distinct levels, so d = 0 and w = g.

**No cancellation of one more order.** If weights that sum to one also cancelled order n + 1, they would have to be the g_i by uniqueness. Their moment of order n + 1 would then be (−1)^n ∏_i x_i, which is nonzero when every level is nonzero. This is a contradiction.

**Errors in the data.** Let E have degree at most n and let |y_i − E(x_i)| ≤ ε for every i. Exactness and the triangle inequality give

|∑_i g_i y_i − E(0)| = |∑_i g_i (y_i − E(x_i))| ≤ ε ∑_i |g_i|.

For the levels 1 and 2 the factor ∑_i |g_i| is 3.

## A level at zero, and a coefficient that is not the leading one

Only the last cancellation result needs nonzero levels. Take the levels 0 and 1 with weights 1 and 0. The weights sum to one and every moment of positive order vanishes, order 2 included. Physically, the device has been run without noise and the other measurement is ignored.

Distinctness is needed already for the moment conditions. If both of two levels equal 1, the conditions ask for w_0 + w_1 = 1 and w_0 + w_1 = 0 at once.

In the bias formula, c is the coefficient of λ^(n+1), which may be zero. Replacing it by the leading coefficient of E makes the statement false. For one level x_0 ≠ 0 and the constant E = 1, the estimate is 1, whereas the altered formula would give 1 + x_0.

## How the Lean statements express the physics

The noise levels are a function `x : Fin (n + 1) → ℝ`, whose index runs from 0 to n as above. Writing the number of levels as n + 1 ensures that there is at least one. The hypothesis `Function.Injective x` says that the levels are distinct. Every theorem except `weight_eq_lagrange` assumes it, even where the docstring does not repeat it. The levels need not be ordered or positive.

The expectation value is `E : ℝ[X]`, a formal polynomial whose variable `X` plays the part of λ. `E.eval (x i)` is its value at level i, and `E.eval 0` is the zero-noise value. The condition `E.natDegree ≤ n` bounds the degree, and `E.coeff (n + 1)` is the coefficient c. The definitions `weight` and `estimate` are g_i and ∑_i g_i y_i, where `Finset.univ.erase i` is the set of all indices except i.

The three moment identities are the three parts of `weight_moments`. The hypothesis `hne : ∀ i, x i ≠ 0` occurs only in `no_higher_cancellation`, which concerns fixed linear weights on the given levels. It holds for every choice of n + 1 distinct nonzero levels, but it says nothing about nonlinear fits.

In `estimate_error_bound` the data `y` are arbitrary real numbers and ε is a deterministic bound, so there is no statistical model of a finite number of shots. If the true dependence on λ is not a polynomial of degree at most n, the theorem can still be applied with E a polynomial approximation that has the correct value at zero noise; ε must then cover the approximation error at the levels as well as the measurement error. The levels themselves are taken as exactly known.

## The complete file

```lean
import Mathlib

open Polynomial

namespace ZeroNoiseExtrapolation

noncomputable section

variable {n : ℕ}

/-- The extrapolation weight of noise level `x i`: the product of `x j / (x j - x i)` over all
other levels `j`. -/
def weight (x : Fin (n + 1) → ℝ) (i : Fin (n + 1)) : ℝ :=
  ∏ j ∈ Finset.univ.erase i, x j / (x j - x i)

/-- The zero-noise estimate: the weighted sum of the values `y i` measured at the noise
levels `x i`. -/
def estimate (x y : Fin (n + 1) → ℝ) : ℝ :=
  ∑ i, weight x i * y i

/-- Each weight is the Lagrange basis polynomial of its noise level, evaluated at zero noise. -/
theorem weight_eq_lagrange (x : Fin (n + 1) → ℝ) (i : Fin (n + 1)) :
    weight x i = (Lagrange.basis Finset.univ x i).eval 0 := by
  unfold weight Lagrange.basis
  rw [eval_prod]
  refine Finset.prod_congr rfl fun j _ => ?_
  simp only [Lagrange.basisDivisor, eval_mul, eval_C, eval_sub, eval_X]
  rw [← neg_sub (x i) (x j), div_neg, div_eq_mul_inv]
  ring

/-- With `n + 1` distinct noise levels, the estimate is exact for an expectation value that is
a polynomial of degree at most `n` in the noise level. -/
theorem estimate_exact {x : Fin (n + 1) → ℝ} (hx : Function.Injective x)
    (E : ℝ[X]) (hE : E.natDegree ≤ n) :
    estimate x (fun i => E.eval (x i)) = E.eval 0 := by
  have hdeg : E.degree < ((Finset.univ : Finset (Fin (n + 1))).card : WithBot ℕ) := by
    rw [Finset.card_univ, Fintype.card_fin]
    refine lt_of_le_of_lt degree_le_natDegree ?_
    have h : E.natDegree < n + 1 := by omega
    exact_mod_cast h
  -- the polynomial equals its own Lagrange interpolant; read this off at zero noise
  have h0 := congrArg (fun q : ℝ[X] => q.eval 0)
    (Lagrange.eq_interpolate (s := Finset.univ) (v := x) hx.injOn hdeg)
  simp only [Lagrange.interpolate_apply, Polynomial.eval_finsetSum, eval_mul, eval_C] at h0
  rw [h0]
  unfold estimate
  refine Finset.sum_congr rfl fun i _ => ?_
  rw [weight_eq_lagrange, mul_comm]

/-- For an expectation value of degree at most `n + 1` in the noise level, the estimate differs
from the zero-noise value by `(-1) ^ n` times the coefficient of order `n + 1` times the product
of all noise levels. -/
theorem estimate_leading_bias {x : Fin (n + 1) → ℝ} (hx : Function.Injective x)
    (E : ℝ[X]) (hE : E.natDegree ≤ n + 1) :
    estimate x (fun i => E.eval (x i)) =
      E.eval 0 + (-1) ^ n * E.coeff (n + 1) * ∏ i, x i := by
  -- the monic polynomial that vanishes at every noise level
  obtain ⟨M, hM⟩ : ∃ M : ℝ[X], M = ∏ i, (X - C (x i)) := ⟨_, rfl⟩
  have hmonic : M.Monic := by
    rw [hM]
    exact monic_prod_of_monic _ _ fun i _ => monic_X_sub_C (x i)
  have hdeg : M.natDegree = n + 1 := by
    rw [hM, natDegree_prod_of_monic _ _ fun i _ => monic_X_sub_C (x i)]
    simp
  have hlead : M.coeff (n + 1) = 1 := by
    have h := hmonic.coeff_natDegree
    rwa [hdeg] at h
  have hroot : ∀ i, M.eval (x i) = 0 := fun i => by
    rw [hM, eval_prod]
    exact Finset.prod_eq_zero (Finset.mem_univ i) (by simp)
  have hzero : M.eval 0 = (-1) ^ (n + 1) * ∏ i, x i := by
    have h : ∀ i, (X - C (x i)).eval 0 = (-1) * x i := fun i => by simp
    rw [hM, eval_prod]
    simp only [h, Finset.prod_mul_distrib, Finset.prod_const, Finset.card_univ,
      Fintype.card_fin]
  -- subtracting a suitable multiple of it removes the order `n + 1` without changing the data
  have hq : (E - C (E.coeff (n + 1)) * M).natDegree ≤ n := by
    rw [natDegree_le_iff_coeff_eq_zero]
    intro k hk
    rw [coeff_sub, coeff_C_mul]
    rcases Nat.eq_or_lt_of_le (Nat.succ_le_of_lt hk) with h | h
    · have hk' : k = n + 1 := by omega
      rw [hk', hlead]
      ring
    · rw [coeff_eq_zero_of_natDegree_lt (p := E) (by omega),
        coeff_eq_zero_of_natDegree_lt (p := M) (by omega)]
      ring
  have h := estimate_exact hx _ hq
  simp only [eval_sub, eval_mul, eval_C, hroot, hzero, mul_zero, sub_zero] at h
  rw [h]
  ring

/-- For `n + 1` distinct noise levels the weights sum to one, their moments of order `1` to `n`
vanish, and their moment of order `n + 1` is `(-1) ^ n` times the product of the levels. -/
theorem weight_moments {x : Fin (n + 1) → ℝ} (hx : Function.Injective x) :
    ∑ i, weight x i = 1 ∧
    (∀ k, 1 ≤ k → k ≤ n → ∑ i, weight x i * x i ^ k = 0) ∧
    ∑ i, weight x i * x i ^ (n + 1) = (-1) ^ n * ∏ i, x i := by
  refine ⟨?_, fun k hk hkn => ?_, ?_⟩
  · have h := estimate_exact hx 1 (by simp)
    simpa [estimate] using h
  · have h := estimate_exact hx (X ^ k) (by rw [natDegree_X_pow]; exact hkn)
    have hk0 : k ≠ 0 := by omega
    simpa [estimate, hk0] using h
  · have h := estimate_leading_bias hx (X ^ (n + 1)) (by rw [natDegree_X_pow])
    simpa [estimate] using h

/-- Weights on `n + 1` distinct noise levels that sum to one and have vanishing moments of
order `1` to `n` are the extrapolation weights. -/
theorem weight_unique {x : Fin (n + 1) → ℝ} (hx : Function.Injective x)
    (w : Fin (n + 1) → ℝ) (h0 : ∑ i, w i = 1)
    (hw : ∀ k, 1 ≤ k → k ≤ n → ∑ i, w i * x i ^ k = 0) :
    w = weight x := by
  obtain ⟨g0, hg, _⟩ := weight_moments hx
  -- the difference is annihilated by an invertible Vandermonde matrix
  have hdet : (Matrix.vandermonde x).det ≠ 0 := Matrix.det_vandermonde_ne_zero_iff.mpr hx
  refine sub_eq_zero.mp (Matrix.eq_zero_of_vecMul_eq_zero hdet ?_)
  funext k
  simp only [Matrix.vecMul, dotProduct, Matrix.vandermonde_apply, Pi.sub_apply, sub_mul,
    Finset.sum_sub_distrib, Pi.zero_apply]
  have hkn : (k : ℕ) ≤ n := by
    have := k.isLt
    omega
  rcases Nat.eq_zero_or_pos (k : ℕ) with h | h
  · simp only [h, pow_zero, mul_one]
    rw [h0, g0, sub_self]
  · rw [hw k h hkn, hg k h hkn, sub_self]

/-- If the `n + 1` distinct noise levels are all nonzero, no weights that sum to one cancel
every order from `1` to `n + 1`. -/
theorem no_higher_cancellation {x : Fin (n + 1) → ℝ} (hx : Function.Injective x)
    (hne : ∀ i, x i ≠ 0) :
    ¬ ∃ w : Fin (n + 1) → ℝ, ∑ i, w i = 1 ∧
      ∀ k, 1 ≤ k → k ≤ n + 1 → ∑ i, w i * x i ^ k = 0 := by
  rintro ⟨w, h0, hw⟩
  have hwg := weight_unique hx w h0 fun k hk hkn => hw k hk (by omega)
  have htop := hw (n + 1) (by omega) le_rfl
  rw [hwg, (weight_moments hx).2.2] at htop
  exact mul_ne_zero (pow_ne_zero n (by norm_num))
    (Finset.prod_ne_zero_iff.mpr fun i _ => hne i) htop

/-- If each measured value is within `ε` of a polynomial expectation value of degree at most
`n`, the estimate is within `ε` times the sum of absolute weights of the zero-noise value. -/
theorem estimate_error_bound {x : Fin (n + 1) → ℝ} (hx : Function.Injective x)
    (E : ℝ[X]) (hE : E.natDegree ≤ n) (y : Fin (n + 1) → ℝ) (ε : ℝ)
    (hy : ∀ i, |y i - E.eval (x i)| ≤ ε) :
    |estimate x y - E.eval 0| ≤ ε * ∑ i, |weight x i| := by
  rw [← estimate_exact hx E hE]
  unfold estimate
  rw [← Finset.sum_sub_distrib, Finset.mul_sum]
  refine (Finset.abs_sum_le_sum_abs _ _).trans (Finset.sum_le_sum fun i _ => ?_)
  rw [← mul_sub, abs_mul, mul_comm]
  exact mul_le_mul_of_nonneg_right (hy i) (abs_nonneg _)

end

end ZeroNoiseExtrapolation
```

```lean
#print axioms ZeroNoiseExtrapolation.estimate_exact
-- 'ZeroNoiseExtrapolation.estimate_exact' depends on axioms: [propext, Classical.choice, Quot.sound]
#print axioms ZeroNoiseExtrapolation.no_higher_cancellation
-- 'ZeroNoiseExtrapolation.no_higher_cancellation' depends on axioms: [propext, Classical.choice, Quot.sound]
#print axioms ZeroNoiseExtrapolation.estimate_error_bound
-- 'ZeroNoiseExtrapolation.estimate_error_bound' depends on axioms: [propext, Classical.choice, Quot.sound]
```

## From the interpolation theorem to the error bound

`weight_eq_lagrange` proves g_i = L_i(0). After `eval_prod` has moved the evaluation inside the product, `Finset.prod_congr` reduces the claim to one factor for each j, and the remaining lines reverse the sign of the denominator as in the derivation.

`estimate_exact` takes the interpolation theorem from Mathlib: `Lagrange.eq_interpolate` says that a polynomial of degree below the number of distinct nodes equals its Lagrange interpolant. The first block, `hdeg`, puts the degree bound into the form that this theorem expects. `congrArg` then evaluates both sides at zero, and `weight_eq_lagrange` identifies the resulting terms with those of the estimate.

`estimate_leading_bias` follows the subtraction of c M. The facts `hmonic`, `hdeg` and `hlead` establish that M is monic of degree n + 1, `hroot` that it vanishes at every level, and `hzero` its value at zero noise. The degree bound `hq` for E − c M is checked coefficient by coefficient for k > n: at k = n + 1 the two contributions cancel, and for larger k both are zero. Applying `estimate_exact` to the difference and simplifying with `hroot` and `hzero` gives the bias, with the final `ring` collecting the signs.

`weight_moments` inserts 1, `X ^ k` and `X ^ (n + 1)` into these two theorems. The condition 1 ≤ k enters through `hk0`, which lets `simpa` evaluate `X ^ k` to zero at zero noise.

`weight_unique` obtains the nonzero determinant from `Matrix.det_vandermonde_ne_zero_iff`. The lemma `Matrix.eq_zero_of_vecMul_eq_zero` then reduces the equality of the weights to the statement that their difference, multiplied from the left into the Vandermonde matrix, gives zero. The case split on k separates the column k = 0, where both sums are one, from the other columns, where both moments vanish.

`no_higher_cancellation` assumes that such weights exist, identifies them with the extrapolation weights by `weight_unique`, and rewrites their moment of order n + 1 by the third part of `weight_moments`. The result would be a vanishing product of nonzero factors, which `mul_ne_zero` and `Finset.prod_ne_zero_iff` exclude.

`estimate_error_bound` first uses `estimate_exact` from right to left, replacing E(0) by the estimate from the exact values E(x_i). The two sums combine into one, `Finset.abs_sum_le_sum_abs` supplies the triangle inequality, and the hypothesis `hy` bounds each term by ε |g_i|.
